# The normal-ordered series for $q^N$ sends $p(X)$ to $p(qX)$ in characteristic zero

Suppose an oscillator calculation needs $q^N$ in normal order, with every creation operator $a^\dagger$ to the left of every annihilation operator $a$, where $N=a^\dagger a$. Writing $q^N=e^{N\ln q}$ for $q>0$ and merely reordering the factors in each power of $N$ gives a different operator: on the one-boson state it yields $1+\ln q$, which equals $q$ only at $q=1$. At $q=0$, where the convention $0^0=1$ makes $q^N$ the projector onto the vacuum, there is no logarithm at all. The coefficient that works is $q-1$:

$$q^N=\sum_k \frac{(q-1)^k}{k!}(a^\dagger)^k a^k .$$

The theorems below establish this for one mode and finite superpositions of number states. In that setting $q=e^{-\beta\hbar\omega}$ gives the unnormalised thermal operator of an oscillator at inverse temperature $\beta$ and frequency $\omega$, without its zero-point factor.

In Lean 4 with Mathlib:

```lean
import Mathlib

open Polynomial

namespace NormalOrderedNumberPower

noncomputable section

variable (K : Type*) [Field K]
```

The scalars form a field $K$; for physics, take $K=\mathbb C$. A state is a polynomial $p=\sum_n c_nX^n$, and $X^n$ stands for $n$ bosons. It is unnormalised: the usual unit vector is $|n\rangle=X^n/\sqrt{n!}$, so the amplitude on $|n\rangle$ is $\sqrt{n!}\,c_n$. Eigenvalues are unaffected.

```lean
/-- The creation operator on polynomial Fock space: multiplication by `X`. -/
def create : Module.End K K[X] := LinearMap.mulLeft K X
```

`create` is $a^\dagger$, multiplication by $X$. `Module.End K K[X]` is the type of linear operators on polynomials.

```lean
/-- The annihilation operator on polynomial Fock space: the derivative `d/dX`. -/
def annihilate : Module.End K K[X] := derivative
```

`annihilate` is $a=d/dX$. The product rule gives $aa^\dagger-a^\dagger a=1$. No inner product is defined, so the dagger is only a name here.

```lean
variable {K}

/-- The normal-ordered exponential of `s` times the number operator, cut after `M` terms: the sum
over `k < M` of `s^k / k!` times `k` creators to the left of `k` annihilators. It is defined over
any field, but it is the intended series only if no `k!` with `k < M` vanishes, as in characteristic
zero; Lean sets `s^k / 0 = 0`. -/
def normalExp (s : K) (M : ℕ) : Module.End K K[X] :=
  ∑ k ∈ Finset.range M, (s ^ k / (k.factorial : K)) • (create K ^ k * annihilate K ^ k)
```

`normalExp s M` is the operator $E_M(s)=\sum_{k<M}\frac{s^k}{k!}(a^\dagger)^ka^k$. The product `*` is composition, with the right factor acting first. Since a polynomial has finite degree, only finitely many terms act on it and convergence never arises. On infinite superpositions in the full Hilbert space the series need not converge, even where $q^N$ is bounded; that case is not treated here.

```lean
/-- Creating `k` bosons multiplies the polynomial by `X^k`. -/
theorem create_pow_apply (k : ℕ) (p : K[X]) : (create K ^ k) p = X ^ k * p := by
  induction k with
  | zero => simp
  | succ k ih =>
    rw [pow_succ', Module.End.mul_apply, ih, create, LinearMap.mulLeft_apply]
    ring
```

$(a^\dagger)^kp=X^kp$, by induction on $k$.

```lean
/-- Removing `k` bosons and putting them back multiplies the `n`-boson amplitude by the
falling factorial `n (n-1) ... (n-k+1)`. -/
theorem coeff_create_annihilate (k n : ℕ) (p : K[X]) :
    ((create K ^ k * annihilate K ^ k) p).coeff n = (n.descFactorial k : K) * p.coeff n := by
  rw [Module.End.mul_apply, create_pow_apply, Module.End.pow_apply, annihilate,
    coeff_X_pow_mul']
  split_ifs with h
  · rw [coeff_iterate_derivative, Nat.sub_add_cancel h, nsmul_eq_mul]
  · -- fewer than `k` bosons: nothing survives the annihilators
    have h0 : n.descFactorial k = 0 := Nat.descFactorial_eq_zero_iff_lt.mpr (not_le.mp h)
    rw [h0, Nat.cast_zero, zero_mul]
```

By hand, for $k\le n$,

$$X^k\frac{d^k}{dX^k}X^n=n(n-1)\cdots(n-k+1)\,X^n,$$

and for $k>n$ the result is zero. `coeff n` reads off $c_n$, `descFactorial` is the falling factorial, and `split_ifs` separates the two cases.

```lean
/-- The binomial theorem in the form needed here: for `n < M`, the sum over `k < M` of
`(q-1)^k` times `n` choose `k` is `q^n`. -/
theorem sum_choose (q : K) {n M : ℕ} (h : n < M) :
    ∑ k ∈ Finset.range M, (q - 1) ^ k * (n.choose k : K) = q ^ n := by
  have hb := add_pow (q - 1) 1 n
  simp only [sub_add_cancel, one_pow, mul_one] at hb
  rw [hb]
  symm
  apply Finset.sum_subset
  · intro k hk
    rw [Finset.mem_range] at hk ⊢
    omega
  · intro k _ hk
    rw [Finset.mem_range] at hk
    have h0 : n.choose k = 0 := Nat.choose_eq_zero_of_lt (by omega)
    rw [h0, Nat.cast_zero, mul_zero]
```

For $n<M$, the binomial theorem (`add_pow`) gives

$$q^n=\big((q-1)+1\big)^n=\sum_{k=0}^n\binom nk(q-1)^k.$$

`Finset.sum_subset` extends the sum to all $k<M$, because $\binom nk=0$ for $k>n$.

```lean
variable [CharZero K]

/-- In characteristic zero the truncated normal-ordered exponential is diagonal in the boson
number, with a truncated binomial sum as its `n`-th diagonal entry. -/
theorem coeff_normalExp (s : K) (M n : ℕ) (p : K[X]) :
    (normalExp s M p).coeff n =
      (∑ k ∈ Finset.range M, s ^ k * (n.choose k : K)) * p.coeff n := by
  rw [normalExp, LinearMap.sum_apply, Polynomial.finsetSum_coeff, Finset.sum_mul]
  refine Finset.sum_congr rfl fun k _ => ?_
  have hk : (k.factorial : K) ≠ 0 := Nat.cast_ne_zero.mpr k.factorial_ne_zero
  rw [LinearMap.smul_apply, coeff_smul, coeff_create_annihilate, smul_eq_mul,
    Nat.descFactorial_eq_factorial_mul_choose, Nat.cast_mul]
  field_simp
```

From here on $K$ has characteristic zero, so $k!\neq0$ and `field_simp` may cancel it. The falling factorial divided by $k!$ is $\binom nk$, hence $E_M(s)$ multiplies $c_n$ by $\sum_{k<M}s^k\binom nk$.

```lean
/-- **Normal-ordered form of `q^N`.** In characteristic zero, the normal-ordered exponential
with parameter `q - 1` sends `p(X)` to `p(qX)`, for every cutoff `M` above the degree of `p`. -/
theorem normalExp_eq_scaling (q : K) (p : K[X]) {M : ℕ} (hM : p.natDegree < M) :
    normalExp (q - 1) M p = p.comp (C q * X) := by
  ext n
  rw [coeff_normalExp, comp_C_mul_X_coeff]
  by_cases h : n < M
  · rw [sum_choose q h, mul_comm]
  · rw [coeff_eq_zero_of_natDegree_lt (by omega), mul_zero, zero_mul]
```

`p.comp (C q * X)` is $p(qX)=\sum_n q^nc_nX^n$, and `natDegree` is the degree, set to 0 for $p=0$. `ext n` compares coefficients. If $n<M$, both sides have $q^nc_n$; if $n\ge M$, then $c_n=0$.

In characteristic 2 the statement fails. Take $p=X^2$, $q=0$, $M=3$: the terms $k=1,2$ vanish because both contain a factor $2=0$, so the series returns $X^2$ instead of $p(0)=0$.

```lean
/-- In characteristic zero, the number state `X^n` has eigenvalue `n` under the number operator
and eigenvalue `q^n` under the normal-ordered exponential with parameter `q - 1` and a cutoff
above `n`. -/
theorem number_state (q : K) {n M : ℕ} (h : n < M) :
    (create K * annihilate K) (X ^ n) = (n : K) • (X ^ n : K[X]) ∧
      normalExp (q - 1) M (X ^ n) = q ^ n • (X ^ n : K[X]) := by
  constructor
  · ext m
    have hm := coeff_create_annihilate 1 m (X ^ n : K[X])
    rw [pow_one, pow_one, Nat.descFactorial_one] at hm
    rw [hm, coeff_smul, smul_eq_mul, coeff_X_pow]
    by_cases e : m = n
    · rw [e]
    · rw [if_neg e, mul_zero, mul_zero]
  · ext m
    rw [coeff_normalExp, coeff_smul, smul_eq_mul, coeff_X_pow]
    by_cases e : m = n
    · rw [e, sum_choose q h]
    · rw [if_neg e, mul_zero, mul_zero]
```

Two claims are joined by `∧`: $NX^n=nX^n$, and $E_M(q-1)X^n=q^nX^n$ for $n<M$. This justifies the name $q^N$. The first is the case $k=1$ of the falling-factorial formula; the second uses the binomial sum.

```lean
/-- The multiplication law `q^N r^N = (qr)^N` for the normal-ordered series, in characteristic
zero and on polynomials of degree below the cutoff. -/
theorem normalExp_mul (q r : K) (p : K[X]) {M : ℕ} (hM : p.natDegree < M) :
    normalExp (q - 1) M (normalExp (r - 1) M p) = normalExp (q * r - 1) M p := by
  ext n
  rw [coeff_normalExp, coeff_normalExp, coeff_normalExp]
  by_cases h : n < M
  · rw [sum_choose q h, sum_choose r h, sum_choose (q * r) h]
    ring
  · rw [coeff_eq_zero_of_natDegree_lt (by omega), mul_zero, mul_zero, mul_zero]
```

The inner operator multiplies $c_n$ by $r^n$, the outer one by $q^n$, and $q^nr^n=(qr)^n$. Coefficients at or above the cutoff are zero.

```lean
/-- **Vacuum projector.** In characteristic zero, the normal-ordered exponential with parameter
`-1` and a cutoff above the degree of `p` keeps only the zero-boson part of `p`. -/
theorem vacuum_projector (p : K[X]) {M : ℕ} (hM : p.natDegree < M) :
    normalExp (-1) M p = C (p.coeff 0) := by
  have h := normalExp_eq_scaling 0 p hM
  rw [zero_sub, map_zero, zero_mul, comp_zero, ← coeff_zero_eq_eval_zero] at h
  exact h
```

Setting $q=0$ gives $p(0)=c_0$: only the vacuum part survives, as under $|0\rangle\langle0|$.

```lean
/-- **Parity.** In characteristic zero, the normal-ordered exponential with parameter `-2` and a
cutoff above the degree of `p` sends `p(X)` to `p(-X)`. -/
theorem parity (p : K[X]) {M : ℕ} (hM : p.natDegree < M) :
    normalExp (-2) M p = p.comp (-X) := by
  have h := normalExp_eq_scaling (-1) p hM
  have e : (-1 : K) - 1 = -2 := by norm_num
  rw [e, map_neg, map_one, neg_one_mul] at h
  exact h
```

Setting $q=-1$ gives $p(-X)=\sum_n(-1)^nc_nX^n$, the boson-number parity. The series parameter is $q-1=-2$.

```lean
/-- In characteristic zero, cutting the series at the degree `d` of `p`, one term too early,
misses `p(qX)` by exactly `(q-1)^d` times the leading term of `p`. -/
theorem truncation_error (q : K) (p : K[X]) :
    p.comp (C q * X) - normalExp (q - 1) p.natDegree p =
      C ((q - 1) ^ p.natDegree * p.leadingCoeff) * X ^ p.natDegree := by
  ext n
  rw [coeff_sub, comp_C_mul_X_coeff, coeff_normalExp, coeff_C_mul_X_pow]
  rcases lt_trichotomy n p.natDegree with h | h | h
  · rw [sum_choose q h, if_neg h.ne]
    ring
  · -- at the top boson number the binomial sum lacks its last term
    have b := sum_choose q (Nat.lt_succ_self p.natDegree)
    rw [Finset.sum_range_succ, Nat.choose_self, Nat.cast_one, mul_one] at b
    rw [if_pos h, h, leadingCoeff]
    linear_combination (-p.coeff p.natDegree) * b
  · rw [coeff_eq_zero_of_natDegree_lt h, if_neg h.ne', zero_mul, mul_zero, sub_zero]

end

end NormalOrderedNumberPower
```

Let $d$ be the degree of $p$ and cut at $M=d$. `lt_trichotomy` splits the coefficients into three cases:

- For $n<d$ the binomial sum is complete, and the difference is zero.
- For $n=d$ it lacks the term $k=d$, which leaves $(q-1)^dc_d$.
- For $n>d$ everything is zero.

So for $p\ne0$ and $q\neq1$, a cutoff equal to the degree is too small. In the smallest case, a constant $p=c$, the sum is empty and the error is $c$ itself, even at $q=1$.

```lean
#print axioms NormalOrderedNumberPower.normalExp_mul
-- 'NormalOrderedNumberPower.normalExp_mul' depends on axioms: [propext, Classical.choice, Quot.sound]
#print axioms NormalOrderedNumberPower.vacuum_projector
-- 'NormalOrderedNumberPower.vacuum_projector' depends on axioms: [propext, Classical.choice, Quot.sound]
#print axioms NormalOrderedNumberPower.parity
-- 'NormalOrderedNumberPower.parity' depends on axioms: [propext, Classical.choice, Quot.sound]
#print axioms NormalOrderedNumberPower.truncation_error
-- 'NormalOrderedNumberPower.truncation_error' depends on axioms: [propext, Classical.choice, Quot.sound]
```
